# Averaging an invertible Hermitian matrix with its inverse, step after step, acts on each eigenvalue separately

Let `H` be a finite complex Hermitian matrix, such as the Hamiltonian of a system with finitely many basis states, and suppose that zero is not an eigenvalue. Starting from `H`, each step replaces the current matrix by half the sum of itself and its inverse. The theorem `signIter_eq` says that after any number of steps the matrix is invertible, and that it is obtained from `H` by keeping the eigenvectors and running the same iteration on each eigenvalue. The attempt proves the formula by induction on the number of steps, using an explicit right inverse built from the reciprocals of the iterated eigenvalues. It then uses that right inverse again to show that the matrix is invertible.

This version doesn't compile in Lean 4 with Mathlib:

```lean
import Mathlib

open Matrix
open scoped Matrix.Norms.L2Operator

namespace SignIterEq

noncomputable section

variable {n : Type*} [Fintype n] [DecidableEq n] {H : Matrix n n ℂ}

/-- The Cayley ratio `(a - 1) / (a + 1)`, for `a ≠ -1`. -/
def ratio (a : ℝ) : ℝ := (a - 1) / (a + 1)

/-- The iteration `y ↦ (y + 1/y) / 2` for a single eigenvalue, started at `x ≠ 0`. -/
def scalarIter (x : ℝ) : ℕ → ℝ
  | 0 => x
  | k + 1 => (scalarIter x k + (scalarIter x k)⁻¹) / 2

/-- The matrix iteration `H_(k+1) = (H_k + H_k⁻¹) / 2`, started at an invertible Hermitian `H`. -/
def signIter (H : Matrix n n ℂ) : ℕ → Matrix n n ℂ
  | 0 => H
  | k + 1 => (1 / 2 : ℂ) • (signIter H k + (signIter H k)⁻¹)

/-- The function `f` of a Hermitian matrix: same eigenvectors, eigenvalues mapped by `f`. -/
def spectralFun (hH : H.IsHermitian) (f : ℝ → ℝ) : Matrix n n ℂ :=
  (hH.eigenvectorUnitary : Matrix n n ℂ) *
    diagonal (fun i => ((f (hH.eigenvalues i) : ℝ) : ℂ)) *
    star (hH.eigenvectorUnitary : Matrix n n ℂ)

/-- The sign `s` of a nonzero real `x` satisfies `s² = 1` and `s |x| = x`. -/
theorem sign_facts {x : ℝ} (hx : x ≠ 0) :
    Real.sign x ^ 2 = 1 ∧ Real.sign x * |x| = x := by
  rcases lt_or_gt_of_ne hx with h | h
  · rw [Real.sign_of_neg h, abs_of_neg h]
    constructor <;> ring
  · rw [Real.sign_of_pos h, abs_of_pos h]
    constructor <;> ring

/-- Started at `x ≠ 0`, the scalar iteration keeps the sign `s` of `x`, and after `k` steps
`y - s` is `y + s` times the `2^k`-th power of the Cayley ratio of `|x|`. -/
theorem scalarIter_cayley {x : ℝ} (hx : x ≠ 0) (k : ℕ) :
    0 < Real.sign x * scalarIter x k ∧
      scalarIter x k - Real.sign x =
        ratio |x| ^ (2 ^ k) * (scalarIter x k + Real.sign x) := by
  obtain ⟨hs, hsx⟩ := sign_facts hx
  have hax : 0 < |x| := abs_pos.2 hx
  induction k with
  | zero =>
    change 0 < Real.sign x * x ∧
      x - Real.sign x = ratio |x| ^ (2 ^ 0) * (x + Real.sign x)
    constructor
    · have h : Real.sign x * x = |x| := by
        linear_combination (-Real.sign x) * hsx + |x| * hs
      rw [h]
      exact hax
    · have h1 : |x| + 1 ≠ 0 := by linarith
      rw [pow_zero, pow_one, ratio, div_mul_eq_mul_div, eq_div_iff h1]
      linear_combination (-2) * hsx
  | succ k ih =>
    obtain ⟨hpos, hc⟩ := ih
    have hy : scalarIter x k ≠ 0 := right_ne_zero_of_mul hpos.ne'
    change 0 < Real.sign x * ((scalarIter x k + (scalarIter x k)⁻¹) / 2) ∧
      (scalarIter x k + (scalarIter x k)⁻¹) / 2 - Real.sign x = ratio |x| ^ (2 ^ (k + 1)) *
        ((scalarIter x k + (scalarIter x k)⁻¹) / 2 + Real.sign x)
    have hp : ratio |x| ^ (2 ^ (k + 1)) = (ratio |x| ^ (2 ^ k)) ^ 2 := by
      rw [← pow_mul, ← pow_succ]
    rw [hp]
    generalize ratio |x| ^ (2 ^ k) = d at hc ⊢
    generalize scalarIter x k = y at hpos hc hy ⊢
    generalize Real.sign x = s at hs hpos hc ⊢
    have hi : y * y⁻¹ = 1 := mul_inv_cancel₀ hy
    constructor
    · have h1 : 0 < s * y * (y⁻¹) ^ 2 := mul_pos hpos (by positivity)
      have h2 : s * y * (y⁻¹) ^ 2 = s * y⁻¹ := by linear_combination s * y⁻¹ * hi
      linarith
    · -- both `y - s` and `y + s` are squared and divided by `2 y`
      have h1 : (y + y⁻¹) / 2 - s = (y - s) ^ 2 / (2 * y) := by
        rw [eq_div_iff (mul_ne_zero two_ne_zero hy)]
        linear_combination hi - hs
      have h2 : (y + y⁻¹) / 2 + s = (y + s) ^ 2 / (2 * y) := by
        rw [eq_div_iff (mul_ne_zero two_ne_zero hy)]
        linear_combination hi - hs
      rw [h1, h2, hc]
      ring

/-- If `f` vanishes at no eigenvalue of a Hermitian matrix `H`, then `f(H)` and `(1/f)(H)` are
inverse. -/
theorem spectralFun_mul_inv (hH : H.IsHermitian) (f : ℝ → ℝ)
    (hf : ∀ i, f (hH.eigenvalues i) ≠ 0) :
    spectralFun hH f * spectralFun hH (fun x => (f x)⁻¹) = 1 := by
  have key : ∀ U S D E : Matrix n n ℂ, S * U = 1 → U * S = 1 → D * E = 1 →
      U * D * S * (U * E * S) = 1 := by
    intro U S D E h1 h2 h3
    calc U * D * S * (U * E * S) = U * (D * (S * U) * E) * S := by
          simp only [Matrix.mul_assoc]
      _ = 1 := by rw [h1, Matrix.mul_one, h3, Matrix.mul_one, h2]
  refine key _ _ _ _ (Matrix.mem_unitaryGroup_iff'.mp hH.eigenvectorUnitary.2)
    (Matrix.mem_unitaryGroup_iff.mp hH.eigenvectorUnitary.2) ?_
  rw [diagonal_mul_diagonal, ← diagonal_one]
  congr 1
  funext i
  rw [← Complex.ofReal_mul, mul_inv_cancel₀ (hf i), Complex.ofReal_one]

/-- For a Hermitian matrix without zero eigenvalue every iterate is invertible, and it is
obtained by running the scalar iteration on each eigenvalue. -/
theorem signIter_eq (hH : H.IsHermitian) (h0 : ∀ i, hH.eigenvalues i ≠ 0) (k : ℕ) :
    IsUnit (signIter H k) ∧ signIter H k = spectralFun hH (fun x => scalarIter x k) := by
  have hinv := fun k => spectralFun_mul_inv hH (fun x => scalarIter x k)
    (fun i => right_ne_zero_of_mul (scalarIter_cayley (h0 i) k).1.ne')
  have heq : signIter H k = spectralFun hH (fun x => scalarIter x k) := by
    induction k with
    | zero =>
      have h := hH.spectral_theorem
      rw [Unitary.conjStarAlgAut_apply] at h
      exact h
    | succ k ih =>
      rw [signIter, ih, Matrix.inv_eq_right_inv (hinv k)]
      unfold spectralFun
      rw [← Matrix.add_mul, ← Matrix.mul_add, ← Matrix.smul_mul, ← Matrix.mul_smul]
      congr 2
      ext i j
      by_cases h : i = j
      · subst h
        simp [scalarIter]
        ring
      · simp [h]
  exact ⟨heq ▸ Matrix.isUnit_of_right_inverse (hinv k), heq⟩

end

end SignIterEq
```

Compiling this gives:

```
Main.lean:128:15: error(lean.unknownIdentifier): Unknown constant `Matrix.isUnit_of_right_inverse`
```

Cause. The message says that Lean knows no constant called `Matrix.isUnit_of_right_inverse`. The last line of the proof relied on that name to pass from `hinv k`, which says that the spectral form of the iterate times an explicit matrix is `1`, to the invertibility of that spectral form.

The repair makes this passage through the determinant, with two lemmas that do exist. From `hinv k`, `Matrix.isUnit_det_of_right_inverse` concludes that the determinant is a unit. `Matrix.isUnit_iff_isUnit_det` says that a matrix is a unit exactly when its determinant is, and its reverse direction, `.2`, gives the invertibility of the matrix itself.

The other changes are mere tidying as far as the message shows. `refine ⟨?_, heq⟩` leaves invertibility as a separate goal, and `rw [heq]` puts the spectral form in place of `signIter H k` there, the job that `heq ▸` was meant to do within the single line.

The repair, with which the file compiles:

```diff
@@ -126,5 +126,7 @@
         ring
       · simp [h]
-  exact ⟨heq ▸ Matrix.isUnit_of_right_inverse (hinv k), heq⟩
+  refine ⟨?_, heq⟩
+  rw [heq]
+  exact (Matrix.isUnit_iff_isUnit_det _).2 (Matrix.isUnit_det_of_right_inverse (hinv k))
 
 end
```
